# Peierls gain in the filled band of a dimer chain

## Physical setting

A formal statement has to decide what "the energy of the filled band" is. Here it is a finite sum over an arbitrary finite set K of real momenta, with two electrons per momentum; it is not defined through a Brillouin-zone integral or the eigenvalues of a real-space matrix. The chain has two sites per cell, hopping v inside a cell and w between cells. With k the phase per cell,

f(k) = v + w exp(ik),  H(k) = [[0, f], [f*, 0]].

Dimerisation is v = t + d, w = t − d with real t and d, and

E(d) = −2 Σ_{k∈K} |f(k)|.

For the momenta K of a ring and |d| ≤ |t|, the fall of E with |d| models the electronic driving force for bond alternation in a half-filled Hückel ring (a chain with periodic boundary conditions), for non-interacting electrons and one distortion parameter.

## Statement

The eigenvalues of H(k) are exactly ±|f(k)|, and

|f(k)|² = 4t² cos²(k/2) + 4d² sin²(k/2).

If K contains a k with sin(k/2) ≠ 0, then E falls strictly as |d| grows. In particular E(d) < E(0) for d ≠ 0 (`peierls_gain`), and the two conditions are also necessary (`peierls_gain_iff`). If K contains a zone-boundary point, cos(k/2) = 0, then E(d) ≤ E(0) − 4|d|, and E(d) + κd² < E(0) for real κ, d ≠ 0 and κ|d| < 4. For K = {2πj/N : j = 0, …, N − 1} with N ≥ 2 cells, E(d) < E(0) for every d ≠ 0.

## Derivation

The real and imaginary parts of f are v + w cos k and w sin k, so

|f|² = v² + w² + 2vw cos k.

Since v² + w² = 2t² + 2d² and 2vw = 2t² − 2d²,

|f|² = 2t²(1 + cos k) + 2d²(1 − cos k) = 4t² cos²(k/2) + 4d² sin²(k/2).

A complex number ε is an eigenvalue when the secular determinant vanishes:

det(ε − H) = ε² − f f* = (ε − |f|)(ε + |f|).

For two distortions d₁ and d₂ at the same k,

|f|²(d₂) − |f|²(d₁) = 4(d₂² − d₁²) sin²(k/2).

For |d₁| < |d₂| this is non-negative, and positive if sin(k/2) ≠ 0. Moduli are ordered like their squares, so no term −|f| rises and one falls strictly, which gives E(d₂) < E(d₁). If sin(k/2) = 0 throughout K, every term is independent of d and there is no gain.

At a point k₀ with cos(k₀/2) = 0 one has sin²(k₀/2) = 1 and −|f| = −2|d|, against 0 at d = 0. The other terms do not rise, so with the factor 2 the gain is at least 4|d|. Multiplying κ|d| < 4 by |d| > 0 gives κd² < 4|d|. On the ring, j = 1 has k/2 = π/N, strictly between 0 and π for N ≥ 2. At N = 2 the set is {0, π} and E(d) = −4|t| − 4|d|.

An easy slip is to write the condition as sin k ≠ 0. That excludes k = π, where sin²(k/2) is largest.

## What the formal version assumes

`blochFactor`, `blochHamiltonian`, `upperBand`, `lowerBand` and `filledBandEnergy` are f, H, +|f|, −|f| and E. The 2×2 Bloch form, the filling and `ringMomenta` are definitions, not derived from a real-space Hamiltonian. `K : Finset ℝ` counts each real number once and does not identify k with k + 2π. No sign is imposed on t, d or κ, and |d| may exceed |t|. Beyond |d| = |t| the hoppings v and w have opposite signs, and a larger |d| no longer increases the difference between |v| and |w|.

The Peierls instability of the infinite chain against any harmonic stiffness involves the limit N → ∞, which is absent here. The comparison with elastic cost proved here assumes a zone-boundary point in K, and κ is the coefficient of d² in the elastic cost of the whole system: a cost κ₀d² per cell on N cells turns the condition into Nκ₀|d| < 4.

In Lean 4 with Mathlib:

```lean
import Mathlib

open Matrix ComplexConjugate

namespace PeierlsDimerChain

noncomputable section

/-- Off-diagonal Bloch factor `v + w exp(ik)` of the dimer chain with intracell hopping `v`
and intercell hopping `w`. -/
def blochFactor (v w k : ℝ) : ℂ := (v : ℂ) + (w : ℂ) * Complex.exp ((k : ℂ) * Complex.I)

/-- Two-by-two Bloch Hamiltonian of the dimer chain at momentum `k`. -/
def blochHamiltonian (v w k : ℝ) : Matrix (Fin 2) (Fin 2) ℂ :=
  !![0, blochFactor v w k; conj (blochFactor v w k), 0]

/-- Upper band energy `+|v + w exp(ik)|`. -/
def upperBand (v w k : ℝ) : ℝ := ‖blochFactor v w k‖

/-- Lower band energy `-|v + w exp(ik)|`. -/
def lowerBand (v w k : ℝ) : ℝ := -‖blochFactor v w k‖

/-- Energy of the lower band filled with two electrons per momentum in `K`, for hoppings
`v = t + d` and `w = t - d`. -/
def filledBandEnergy (K : Finset ℝ) (t d : ℝ) : ℝ :=
  2 * ∑ k ∈ K, lowerBand (t + d) (t - d) k

/-- The momenta `2πj/N`, `j = 0, ..., N - 1`, of a ring of `N` unit cells. -/
def ringMomenta (N : ℕ) : Finset ℝ :=
  (Finset.range N).image (fun j : ℕ => 2 * Real.pi * (j : ℝ) / (N : ℝ))

/-- The squared modulus of the Bloch factor is `v² + w² + 2vw cos k`. -/
theorem norm_sq_blochFactor (v w k : ℝ) :
    ‖blochFactor v w k‖ ^ 2 = v ^ 2 + w ^ 2 + 2 * v * w * Real.cos k := by
  have hre : (blochFactor v w k).re = v + w * Real.cos k := by
    simp [blochFactor, Complex.exp_ofReal_mul_I_re, Complex.exp_ofReal_mul_I_im]
  have him : (blochFactor v w k).im = w * Real.sin k := by
    simp [blochFactor, Complex.exp_ofReal_mul_I_re, Complex.exp_ofReal_mul_I_im]
  rw [Complex.sq_norm, Complex.normSq_apply, hre, him]
  linear_combination w ^ 2 * Real.sin_sq_add_cos_sq k

/-- With `v = t + d` and `w = t - d` the squared modulus of the Bloch factor is
`4t² cos²(k/2) + 4d² sin²(k/2)`. -/
theorem norm_sq_blochFactor_dimerised (t d k : ℝ) :
    ‖blochFactor (t + d) (t - d) k‖ ^ 2
      = 4 * t ^ 2 * Real.cos (k / 2) ^ 2 + 4 * d ^ 2 * Real.sin (k / 2) ^ 2 := by
  -- half-angle formula
  have hk : Real.cos k = 2 * Real.cos (k / 2) ^ 2 - 1 := by
    have h := Real.cos_two_mul (k / 2)
    rwa [show 2 * (k / 2) = k by ring] at h
  rw [norm_sq_blochFactor]
  linear_combination 2 * (t ^ 2 - d ^ 2) * hk - 4 * d ^ 2 * Real.sin_sq_add_cos_sq (k / 2)

/-- A complex number is an eigenvalue of the Bloch Hamiltonian exactly when it is the upper or
the lower band energy. -/
theorem eigenvalue_iff (v w k : ℝ) (E : ℂ) :
    (∃ ψ : Fin 2 → ℂ, ψ ≠ 0 ∧ blochHamiltonian v w k *ᵥ ψ = E • ψ) ↔
      E = (upperBand v w k : ℂ) ∨ E = (lowerBand v w k : ℂ) := by
  have h1 : ∀ ψ : Fin 2 → ℂ, blochHamiltonian v w k *ᵥ ψ = E • ψ ↔
      (E • (1 : Matrix (Fin 2) (Fin 2) ℂ) - blochHamiltonian v w k) *ᵥ ψ = 0 := by
    intro ψ
    have hs : (E • (1 : Matrix (Fin 2) (Fin 2) ℂ)) *ᵥ ψ = E • ψ := by
      rw [Matrix.smul_mulVec, Matrix.one_mulVec]
    rw [Matrix.sub_mulVec, hs, sub_eq_zero]
    exact eq_comm
  have hc : blochFactor v w k * conj (blochFactor v w k)
      = ((‖blochFactor v w k‖ : ℝ) : ℂ) ^ 2 := by
    rw [Complex.mul_conj, Complex.normSq_eq_norm_sq, Complex.ofReal_pow]
  have hM : E • (1 : Matrix (Fin 2) (Fin 2) ℂ) - blochHamiltonian v w k
      = !![E, -blochFactor v w k; -conj (blochFactor v w k), E] := by
    ext i j
    fin_cases i <;> fin_cases j <;> simp [blochHamiltonian]
  -- secular determinant
  have hdet : (E • (1 : Matrix (Fin 2) (Fin 2) ℂ) - blochHamiltonian v w k).det
      = (E - ((‖blochFactor v w k‖ : ℝ) : ℂ)) * (E + ((‖blochFactor v w k‖ : ℝ) : ℂ)) := by
    rw [hM, Matrix.det_fin_two_of]
    linear_combination (-1 : ℂ) * hc
  simp only [h1]
  rw [Matrix.exists_mulVec_eq_zero_iff, hdet, mul_eq_zero, sub_eq_zero,
    add_eq_zero_iff_eq_neg]
  simp only [upperBand, lowerBand, Complex.ofReal_neg]

/-- At every momentum the lower band energy does not rise when `|d|` grows. -/
theorem lowerBand_le {d₁ d₂ : ℝ} (t k : ℝ) (h : |d₁| ≤ |d₂|) :
    lowerBand (t + d₂) (t - d₂) k ≤ lowerBand (t + d₁) (t - d₁) k := by
  have hsq : d₁ ^ 2 ≤ d₂ ^ 2 := sq_le_sq.mpr h
  have h1 : ‖blochFactor (t + d₁) (t - d₁) k‖ ^ 2 ≤ ‖blochFactor (t + d₂) (t - d₂) k‖ ^ 2 := by
    rw [norm_sq_blochFactor_dimerised t d₁ k, norm_sq_blochFactor_dimerised t d₂ k]
    nlinarith [mul_le_mul_of_nonneg_right hsq (sq_nonneg (Real.sin (k / 2)))]
  have h2 := sq_le_sq.mp h1
  simp only [abs_norm] at h2
  unfold lowerBand
  linarith

/-- At a momentum with `sin(k/2) ≠ 0` the lower band energy falls strictly when `|d|` grows. -/
theorem lowerBand_lt {d₁ d₂ k : ℝ} (t : ℝ) (h : |d₁| < |d₂|) (hk : Real.sin (k / 2) ≠ 0) :
    lowerBand (t + d₂) (t - d₂) k < lowerBand (t + d₁) (t - d₁) k := by
  have hsq : d₁ ^ 2 < d₂ ^ 2 := sq_lt_sq.mpr h
  have hs : 0 < Real.sin (k / 2) ^ 2 := by positivity
  have h1 : ‖blochFactor (t + d₁) (t - d₁) k‖ ^ 2 < ‖blochFactor (t + d₂) (t - d₂) k‖ ^ 2 := by
    rw [norm_sq_blochFactor_dimerised t d₁ k, norm_sq_blochFactor_dimerised t d₂ k]
    nlinarith [mul_lt_mul_of_pos_right hsq hs]
  have h2 := sq_lt_sq.mp h1
  simp only [abs_norm] at h2
  unfold lowerBand
  linarith

/-- At a momentum with `cos(k/2) = 0` the lower band energy equals `-2|d|`. -/
theorem lowerBand_zone_boundary {k : ℝ} (t d : ℝ) (hc : Real.cos (k / 2) = 0) :
    lowerBand (t + d) (t - d) k = -(2 * |d|) := by
  have hs : Real.sin (k / 2) ^ 2 = 1 := by
    have h := Real.sin_sq_add_cos_sq (k / 2)
    rw [hc] at h
    simpa using h
  have h1 : ‖blochFactor (t + d) (t - d) k‖ ^ 2 = (2 * |d|) ^ 2 := by
    rw [norm_sq_blochFactor_dimerised t d k, hc, hs]
    linear_combination (-4 : ℝ) * sq_abs d
  have h2 : ‖blochFactor (t + d) (t - d) k‖ = 2 * |d| :=
    (sq_eq_sq₀ (norm_nonneg _) (by positivity)).mp h1
  unfold lowerBand
  rw [h2]

/-- If `K` contains a momentum with `sin(k/2) ≠ 0`, the filled band energy is strictly
decreasing in `|d|`. -/
theorem filledBandEnergy_strictAnti {K : Finset ℝ} {d₁ d₂ : ℝ} (t : ℝ) (h : |d₁| < |d₂|)
    (hK : ∃ k ∈ K, Real.sin (k / 2) ≠ 0) :
    filledBandEnergy K t d₂ < filledBandEnergy K t d₁ := by
  obtain ⟨k₀, hk₀, hs⟩ := hK
  -- no term rises, one term falls strictly
  have hsum : ∑ k ∈ K, lowerBand (t + d₂) (t - d₂) k < ∑ k ∈ K, lowerBand (t + d₁) (t - d₁) k :=
    Finset.sum_lt_sum (fun k _ => lowerBand_le t k h.le) ⟨k₀, hk₀, lowerBand_lt t h hs⟩
  unfold filledBandEnergy
  linarith

/-- Peierls gain: if `K` contains a momentum with `sin(k/2) ≠ 0`, the filled band energy at
`d ≠ 0` lies strictly below that at `d = 0`. -/
theorem peierls_gain {K : Finset ℝ} {d : ℝ} (t : ℝ) (hd : d ≠ 0)
    (hK : ∃ k ∈ K, Real.sin (k / 2) ≠ 0) :
    filledBandEnergy K t d < filledBandEnergy K t 0 :=
  filledBandEnergy_strictAnti t (by rw [abs_zero]; exact abs_pos.mpr hd) hK

/-- The filled band energy at `d` lies strictly below that at `d = 0` exactly when `d ≠ 0` and
`K` contains a momentum with `sin(k/2) ≠ 0`. -/
theorem peierls_gain_iff (K : Finset ℝ) (t d : ℝ) :
    filledBandEnergy K t d < filledBandEnergy K t 0 ↔
      d ≠ 0 ∧ ∃ k ∈ K, Real.sin (k / 2) ≠ 0 := by
  constructor
  · intro h
    refine ⟨?_, ?_⟩
    · rintro rfl
      exact lt_irrefl _ h
    · by_contra hn
      -- without such a momentum every term is independent of d
      have hterm : ∀ k ∈ K, lowerBand (t + d) (t - d) k = lowerBand (t + 0) (t - 0) k := by
        intro k hk
        have hs : Real.sin (k / 2) = 0 := by
          by_contra h'
          exact hn ⟨k, hk, h'⟩
        have h1 : ‖blochFactor (t + d) (t - d) k‖ ^ 2
            = ‖blochFactor (t + 0) (t - 0) k‖ ^ 2 := by
          rw [norm_sq_blochFactor_dimerised t d k, norm_sq_blochFactor_dimerised t 0 k, hs]
          ring
        have h2 : ‖blochFactor (t + d) (t - d) k‖ = ‖blochFactor (t + 0) (t - 0) k‖ :=
          (sq_eq_sq₀ (norm_nonneg _) (norm_nonneg _)).mp h1
        unfold lowerBand
        rw [h2]
      have hsum : ∑ k ∈ K, lowerBand (t + d) (t - d) k
          = ∑ k ∈ K, lowerBand (t + 0) (t - 0) k := Finset.sum_congr rfl hterm
      unfold filledBandEnergy at h
      linarith
  · rintro ⟨hd, hK⟩
    exact peierls_gain t hd hK

/-- If `K` contains a momentum with `cos(k/2) = 0`, the filled band energy at `d` lies at least
`4|d|` below that at `d = 0`. -/
theorem linear_gain {K : Finset ℝ} (t d : ℝ) (hK : ∃ k ∈ K, Real.cos (k / 2) = 0) :
    filledBandEnergy K t d ≤ filledBandEnergy K t 0 - 4 * |d| := by
  obtain ⟨k₀, hk₀, hc⟩ := hK
  -- split off the zone-boundary term
  have e1 : lowerBand (t + d) (t - d) k₀ + ∑ k ∈ K.erase k₀, lowerBand (t + d) (t - d) k
      = ∑ k ∈ K, lowerBand (t + d) (t - d) k :=
    Finset.add_sum_erase K (lowerBand (t + d) (t - d)) hk₀
  have e0 : lowerBand (t + 0) (t - 0) k₀ + ∑ k ∈ K.erase k₀, lowerBand (t + 0) (t - 0) k
      = ∑ k ∈ K, lowerBand (t + 0) (t - 0) k :=
    Finset.add_sum_erase K (lowerBand (t + 0) (t - 0)) hk₀
  have hrest : ∑ k ∈ K.erase k₀, lowerBand (t + d) (t - d) k
      ≤ ∑ k ∈ K.erase k₀, lowerBand (t + 0) (t - 0) k :=
    Finset.sum_le_sum (fun k _ => lowerBand_le t k (by rw [abs_zero]; exact abs_nonneg d))
  have z1 := lowerBand_zone_boundary t d hc
  have z0 := lowerBand_zone_boundary t 0 hc
  rw [abs_zero] at z0
  unfold filledBandEnergy
  linarith

/-- If `K` contains a momentum with `cos(k/2) = 0`, then for `d ≠ 0` with `κ|d| < 4` the filled
band energy plus the elastic cost `κ d²` lies strictly below the energy at `d = 0`. -/
theorem gain_beats_elastic_cost {K : Finset ℝ} {d κ : ℝ} (t : ℝ) (hd : d ≠ 0)
    (hκ : κ * |d| < 4) (hK : ∃ k ∈ K, Real.cos (k / 2) = 0) :
    filledBandEnergy K t d + κ * d ^ 2 < filledBandEnergy K t 0 := by
  have h1 := linear_gain t d hK
  have h2 := mul_lt_mul_of_pos_right hκ (abs_pos.mpr hd)
  have h3 : κ * d ^ 2 = κ * |d| * |d| := by
    linear_combination (-κ) * sq_abs d
  linarith

/-- On a ring of `N ≥ 2` unit cells the filled band energy at `d ≠ 0` lies strictly below that
at `d = 0`. -/
theorem peierls_gain_ring {N : ℕ} {d : ℝ} (t : ℝ) (hN : 2 ≤ N) (hd : d ≠ 0) :
    filledBandEnergy (ringMomenta N) t d < filledBandEnergy (ringMomenta N) t 0 := by
  have hN' : (2 : ℝ) ≤ (N : ℝ) := by exact_mod_cast hN
  have hpos : (0 : ℝ) < (N : ℝ) := by linarith
  have hpi := Real.pi_pos
  -- the momentum 2π/N has sin(k/2) > 0
  refine peierls_gain t hd ⟨2 * Real.pi / (N : ℝ), ?_, ?_⟩
  · unfold ringMomenta
    exact Finset.mem_image.mpr ⟨1, Finset.mem_range.mpr (by omega), by simp⟩
  · apply ne_of_gt
    apply Real.sin_pos_of_pos_of_lt_pi
    · exact div_pos (div_pos (by linarith) hpos) (by norm_num)
    · rw [div_lt_iff₀ (by norm_num : (0 : ℝ) < 2), div_lt_iff₀ hpos]
      nlinarith [mul_nonneg hpi.le (sub_nonneg.mpr hN')]

end

end PeierlsDimerChain
```

```lean
#print axioms PeierlsDimerChain.peierls_gain
-- 'PeierlsDimerChain.peierls_gain' depends on axioms: [propext, Classical.choice, Quot.sound]
#print axioms PeierlsDimerChain.peierls_gain_iff
-- 'PeierlsDimerChain.peierls_gain_iff' depends on axioms: [propext, Classical.choice, Quot.sound]
#print axioms PeierlsDimerChain.gain_beats_elastic_cost
-- 'PeierlsDimerChain.gain_beats_elastic_cost' depends on axioms: [propext, Classical.choice, Quot.sound]
#print axioms PeierlsDimerChain.peierls_gain_ring
-- 'PeierlsDimerChain.peierls_gain_ring' depends on axioms: [propext, Classical.choice, Quot.sound]
```

## Notes on the proof

`norm_sq_blochFactor` computes the parts `hre` and `him`, and `norm_sq_blochFactor_dimerised` inserts the half-angle formula `hk`. Both close with `linear_combination`, a pattern worth reusing: the trigonometric identities are supplied with polynomial coefficients, as in `w ^ 2 * Real.sin_sq_add_cos_sq k`, and the rest is checked as ring arithmetic.

`eigenvalue_iff`, whose `E` is ε, rewrites Hψ = εψ as (ε − H)ψ = 0, passes to the determinant by `Matrix.exists_mulVec_eq_zero_iff` and factors it in `hdet`.

`lowerBand_le` and `lowerBand_lt` compare squares and return to moduli through `sq_le_sq` and `sq_lt_sq`, so no square root appears. `filledBandEnergy_strictAnti` adds the terms with `Finset.sum_lt_sum`, which asks for ≤ everywhere and < once; `peierls_gain` is the case d₁ = 0. `peierls_gain_iff` assumes no such k exists and equates the sums term by term. `linear_gain` splits off k₀ with `Finset.add_sum_erase` and uses `lowerBand_zone_boundary` at d and at 0. `gain_beats_elastic_cost` performs the multiplication by |d|, and `peierls_gain_ring` supplies the witness 2π/N.

K plays the part of the k-mesh of a tight-binding code, which accumulates such a sum in a loop, usually with weights that give an energy per cell, whereas E here is unweighted. The mesh 2πj/N contains π only for even N, and only then is the hypothesis of `linear_gain` met (for odd N and t ≠ 0 the gain is at most of order d² at small d, so the inequality fails for small d ≠ 0; it can still hold at larger |d|, as at N = 3 and d = t, where E(d) = −12|t| and E(0) = −8|t|); this parity observation is a remark and not a theorem of the file.
